# For a real symmetric Hamiltonian matrix, all eigenstates overlap a reference exactly when the reference's Krylov vectors span the space

## Two configurations and one coupling

Take two orthonormal configurations, numbered 0 and 1, with energies $a$ and $b$ and a real coupling $J$:

$$H=\begin{pmatrix}a&J\\J&b\end{pmatrix},\qquad \varphi=e_0=\begin{pmatrix}1\\0\end{pmatrix}.$$

The coupled-cluster ansatz $e^T\varphi$, in which $T$ contains excitations but no de-excitations, keeps the reference with coefficient one and adds excited configurations, so it can only produce states that overlap $\varphi$. If $J=0$, the vector $(0,1)$ is an eigenstate that it misses. If $J\neq0$, suppose that an eigenstate $v$ has $v_0=0$. The first row of $Hv=Ev$ then reads $Jv_1=0$, so $v=0$, which is no eigenstate. Hence every eigenstate has $v_0\neq0$, and divided by $v_0$ it is $\varphi$ plus a multiple of $(0,1)$, so nothing is missed.

The same condition can be read from $H\varphi=(a,J)$: the vectors $\varphi$ and $H\varphi$ span the plane exactly when $J\neq0$. For $n$ configurations the coupling is replaced by the requirement that $\varphi,H\varphi,\dots,H^{n-1}\varphi$ span $\mathbb R^n$.

The question matters for two-electron coupled-cluster theory in a finite basis, where singles and doubles are all the excitations there are: which eigenstates can be written, up to normalisation, as the exponential of such a $T$ acting on one given determinant? A triplet state, for instance, has no overlap with a closed-shell singlet determinant, so the criterion is informative only for the Hamiltonian block with the symmetry of the reference.

```lean
import Mathlib

open Matrix

namespace ReachableEigenstates

variable {n : ℕ}
```

## Krylov space, eigenstates and the cluster operator

States are real vectors with $n$ components in an orthonormal basis, and $H$ is a real $n\times n$ matrix. The Krylov space of $\varphi$ is

$$K=\operatorname{span}\{H^k\varphi : k=0,\dots,n-1\}.$$

In the code `*ᵥ` is a matrix acting on a vector, and the index type `Fin n` supplies the exponents $0,\dots,n-1$.

```lean
/-- The span of the reference `φ` and its images `H φ, ..., H^(n-1) φ`. -/
def krylovSpace (H : Matrix (Fin n) (Fin n) ℝ) (φ : Fin n → ℝ) :
    Submodule ℝ (Fin n → ℝ) :=
  Submodule.span ℝ (Set.range fun k : Fin n => (H ^ (k : ℕ)) *ᵥ φ)
```

An eigenstate is a nonzero solution of $Hv=Ev$. It need not be normalised.

```lean
/-- A nonzero vector `v` that solves `H v = E v`. -/
def IsEigenstate (H : Matrix (Fin n) (Fin n) ℝ) (E : ℝ) (v : Fin n → ℝ) : Prop :=
  v ≠ 0 ∧ H *ᵥ v = E • v
```

The cluster operator is $T=|c\rangle\langle\varphi|$, with matrix elements $T_{ij}=c_i\varphi_j$. It turns a normalised reference into the correlation vector $c$ and annihilates everything orthogonal to $\varphi$.

```lean
/-- The operator `|c⟩⟨φ|`, with matrix elements `c i * φ j`. For a normalised reference `φ` it
excites `φ` into the correlation vector `c`. -/
def clusterOp (φ c : Fin n → ℝ) : Matrix (Fin n) (Fin n) ℝ :=
  Matrix.vecMulVec c φ
```

A state $v$ is reachable if some $c$ with $\varphi\cdot c=0$ gives $e^T\varphi=av$. Here $a$ is a scale factor, unrelated to the energy in the opening example. The dot product is written `⬝ᵥ`, and `IsNilpotent.exp` is the exponential series of a nilpotent operator, which terminates.

This $T$ is simpler than the second-quantised $T_1+T_2$, whose singles part also acts on excited determinants. For two electrons, $e^{T_1+T_2}\varphi=\varphi+T_1\varphi+(T_2+\tfrac12T_1^2)\varphi$, and $T_2$ can be adjusted to give any doubles component. Both forms therefore reach the same states. This identification is the step from the model to actual coupled-cluster theory, and it is argued here, not formalised. Reachability also concerns only the existence of amplitudes, not whether an iterative solver finds them.

```lean
/-- The state `v` is reachable from `φ` if, for some `c` orthogonal to `φ`, the exponential of
the cluster operator turns `φ` into a multiple of `v`. -/
def IsReachable (φ v : Fin n → ℝ) : Prop :=
  ∃ c : Fin n → ℝ, φ ⬝ᵥ c = 0 ∧
    ∃ a : ℝ, IsNilpotent.exp (clusterOp φ c) *ᵥ φ = a • v
```

## The exponential adds one correlation vector

Let $\varphi\cdot\varphi=1$ and $\varphi\cdot c=0$. Then

$$(T^2)_{ij}=\sum_k c_i\varphi_k c_k\varphi_j=c_i(\varphi\cdot c)\varphi_j=0,\qquad T\varphi=c\,(\varphi\cdot\varphi)=c.$$

The series stops after the linear term, so $e^T\varphi=\varphi+c$. The facts `hT` and `h1` are these two computations, and `IsNilpotent.exp_eq_sum` cuts the series at two terms.

```lean
/-- For a normalised reference and a correlation vector orthogonal to it, the exponential
ansatz gives the reference plus the correlation vector. -/
theorem exp_cluster_reference {φ c : Fin n → ℝ} (hφ : φ ⬝ᵥ φ = 1) (hc : φ ⬝ᵥ c = 0) :
    IsNilpotent.exp (clusterOp φ c) *ᵥ φ = φ + c := by
  -- a second excitation finds no reference component left
  have hT : clusterOp φ c ^ 2 = 0 := by
    ext i j
    simp only [pow_two, clusterOp, Matrix.mul_apply, Matrix.vecMulVec_apply, Matrix.zero_apply]
    calc ∑ k, c i * φ k * (c k * φ j) = c i * (φ ⬝ᵥ c) * φ j := by
          simp only [dotProduct, Finset.mul_sum, Finset.sum_mul]
          exact Finset.sum_congr rfl fun k _ => by ring
      _ = 0 := by rw [hc]; ring
  have h1 : clusterOp φ c *ᵥ φ = c := by
    ext i
    simp only [clusterOp, Matrix.mulVec, dotProduct, Matrix.vecMulVec_apply]
    calc ∑ k, c i * φ k * φ k = c i * (φ ⬝ᵥ φ) := by
          simp only [dotProduct, Finset.mul_sum]
          exact Finset.sum_congr rfl fun k _ => by ring
      _ = c i := by rw [hφ, mul_one]
  rw [IsNilpotent.exp_eq_sum hT]
  simp [Finset.sum_range_succ, Matrix.add_mulVec, h1]
```

## Reachable means overlapping

If $\varphi+c=av$, the dot product with $\varphi$ gives $1=a\,(\varphi\cdot v)$, so the overlap is nonzero. Conversely, if $\varphi\cdot v\neq0$, choose

$$c=\frac{v}{\varphi\cdot v}-\varphi .$$

Then $\varphi\cdot c=1-1=0$, and $\varphi+c$ is $v$ in intermediate normalisation. The two branches of the proof are these two arguments.

```lean
/-- A state is reachable from a normalised reference exactly when it overlaps the reference. -/
theorem reachable_iff_overlap {φ : Fin n → ℝ} (hφ : φ ⬝ᵥ φ = 1) (v : Fin n → ℝ) :
    IsReachable φ v ↔ φ ⬝ᵥ v ≠ 0 := by
  constructor
  · rintro ⟨c, hc, a, h⟩ h0
    rw [exp_cluster_reference hφ hc] at h
    have h2 := congrArg (fun x => φ ⬝ᵥ x) h
    simp [dotProduct_add, dotProduct_smul, hφ, hc, h0] at h2
  · intro h
    -- rescale to intermediate normalisation and subtract the reference
    have hc : φ ⬝ᵥ ((φ ⬝ᵥ v)⁻¹ • v - φ) = 0 := by
      rw [dotProduct_sub, dotProduct_smul, hφ, smul_eq_mul, inv_mul_cancel₀ h, sub_self]
    refine ⟨_, hc, (φ ⬝ᵥ v)⁻¹, ?_⟩
    rw [exp_cluster_reference hφ hc]
    abel
```

## Higher powers of $H$ add nothing

Let $p$ be the characteristic polynomial of $H$, of degree $n$. Division with remainder gives $X^k=q(X)\,p(X)+r(X)$ with $\deg r<n$. By Cayley–Hamilton $p(H)=0$, hence

$$H^k\varphi=r(H)\varphi=\sum_{i=0}^{n-1}r_i\,H^i\varphi\in K\quad\text{for every }k.$$

The auxiliary fact `hsum` says that such sums lie in $K$. The case $n=0$, where the only vector is zero, is treated separately.

```lean
/-- Every power of `H` applied to the reference stays in the span of the first `n` of them. -/
theorem pow_mem_krylovSpace (H : Matrix (Fin n) (Fin n) ℝ) (φ : Fin n → ℝ) (k : ℕ) :
    (H ^ k) *ᵥ φ ∈ krylovSpace H φ := by
  rcases n with _ | m
  · have h : (H ^ k) *ᵥ φ = 0 := Subsingleton.elim _ _
    rw [h]
    exact Submodule.zero_mem _
  · have hsum : ∀ (a : ℕ → ℝ) (l : ℕ), l ≤ m + 1 →
        (∑ i ∈ Finset.range l, a i • H ^ i) *ᵥ φ ∈ krylovSpace H φ := by
      intro a l
      induction l with
      | zero => intro _; simp
      | succ l ih =>
        intro hl
        rw [Finset.sum_range_succ, Matrix.add_mulVec, Matrix.smul_mulVec]
        exact Submodule.add_mem _ (ih (by omega))
          (Submodule.smul_mem _ _ (Submodule.subset_span ⟨⟨l, by omega⟩, rfl⟩))
    have h1 : H.charpoly ≠ 1 := by
      intro h
      have h2 := H.charpoly_natDegree_eq_dim
      rw [h] at h2
      simp at h2
    have hdeg := Polynomial.natDegree_modByMonic_lt (Polynomial.X ^ k) H.charpoly_monic h1
    rw [H.charpoly_natDegree_eq_dim, Fintype.card_fin] at hdeg
    -- Cayley-Hamilton reduces the power to degree below n
    rw [Matrix.pow_eq_aeval_mod_charpoly H k, Polynomial.aeval_eq_sum_range' hdeg]
    exact hsum _ _ le_rfl
```

## Moving $H$ across an overlap

Since $H_{ij}=H_{ji}$,

$$x\cdot(Hy)=\sum_{ij}x_iH_{ij}y_j=\sum_{ij}H_{ji}x_iy_j=(Hx)\cdot y .$$

```lean
/-- A real symmetric `H` can be moved from one side of an overlap to the other. -/
theorem dot_mulVec_symm {H : Matrix (Fin n) (Fin n) ℝ} (hH : H.IsSymm) (x y : Fin n → ℝ) :
    x ⬝ᵥ (H *ᵥ y) = (H *ᵥ x) ⬝ᵥ y := by
  rw [Matrix.dotProduct_mulVec, ← Matrix.mulVec_transpose, hH.eq]
```

## An invariant subspace holds an eigenstate

Let $W$ be a subspace that $H$ maps into itself, with a nonzero $w\in W$. A real symmetric $H$ has real eigenvalues $\mu_i$, and its characteristic polynomial factorises, so

$$\prod_i(H-\mu_i)\,w=0 .$$

Take one factor, $H-\mu_a$. If it annihilates $w$, then $w$ is an eigenstate in $W$. If not, $(H-\mu_a)w$ is a nonzero vector of $W$ that the remaining factors annihilate, and the argument repeats with it. The process must stop at an eigenstate, because with no factors left the equation would say that a nonzero vector is zero.

In Lean this is an induction over the set of factors, stated in `key` for all starting vectors so that $w$ may change from step to step.

```lean
/-- For symmetric `H`, a subspace that `H` maps into itself and that holds a nonzero vector
contains an eigenstate of `H`. -/
theorem exists_eigenstate_mem {H : Matrix (Fin n) (Fin n) ℝ} (hH : H.IsSymm)
    (W : Submodule ℝ (Fin n → ℝ)) (hW : ∀ x ∈ W, H *ᵥ x ∈ W)
    {w : Fin n → ℝ} (hw : w ∈ W) (h0 : w ≠ 0) :
    ∃ E v, v ∈ W ∧ IsEigenstate H E v := by
  have key : ∀ (μ : Fin n → ℝ) (s : Finset (Fin n)) (w : Fin n → ℝ), w ∈ W → w ≠ 0 →
      (Polynomial.aeval H (∏ i ∈ s, (Polynomial.X - Polynomial.C (μ i)))) *ᵥ w = 0 →
      ∃ E v, v ∈ W ∧ IsEigenstate H E v := by
    intro μ s
    induction s using Finset.induction_on with
    | empty => intro w _ h0 h; exact absurd (by simpa using h) h0
    | insert a s ha ih =>
      intro w hw h0 h
      by_cases h1 : H *ᵥ w = μ a • w
      · exact ⟨μ a, w, hw, h0, h1⟩
      · -- strip off one factor and continue with the nonzero vector (H - μ) w
        refine ih (H *ᵥ w - μ a • w) (W.sub_mem (hW w hw) (W.smul_mem _ hw))
          (sub_ne_zero.mpr h1) ?_
        rw [Finset.prod_insert ha, mul_comm, map_mul, ← Matrix.mulVec_mulVec] at h
        rwa [map_sub, Polynomial.aeval_X, Polynomial.aeval_C, Algebra.algebraMap_eq_smul_one,
          Matrix.sub_mulVec, Matrix.smul_mulVec, Matrix.one_mulVec] at h
  have hherm : H.IsHermitian := Matrix.IsHermitian.ext fun i j => by simpa using hH.apply i j
  have hprod := H.aeval_self_charpoly
  rw [hherm.charpoly_eq] at hprod
  exact key hherm.eigenvalues Finset.univ w hw h0
    ((congrArg (fun A => A *ᵥ w) hprod).trans (Matrix.zero_mulVec w))
```

## Overlap with every eigenstate is the same as a full Krylov space

Suppose first that every eigenstate overlaps $\varphi$, but $K$ is a proper subspace. Some nonzero linear functional $f$ vanishes on $K$, and $f(x)=w\cdot x$ with $w_i=f(e_i)$, where $e_i$ is the $i$-th basis vector. Define

$$W=\{x : x\cdot H^k\varphi=0\ \text{for all }k\ge0\}.$$

It contains $w$, because all $H^k\varphi$ lie in $K$. It is invariant, because $(Hx)\cdot H^k\varphi=x\cdot H^{k+1}\varphi=0$. So $W$ contains an eigenstate $v$, and $k=0$ gives $v\cdot\varphi=0$, a contradiction.

Conversely, let $K$ be the whole space, written `⊤`, and let $v$ be an eigenstate with $\varphi\cdot v=0$. Then

$$v\cdot H^k\varphi=E^k\,v\cdot\varphi=0,$$

so $v$ is orthogonal to all of $K$, and hence to itself. This gives $v\cdot v=0$ and $v=0$, which is excluded. The code reaches the vanishing overlaps by induction on $k$ and extends them to $K$ by linearity.

The theorem assumes only that $H$ is symmetric; $\varphi$ may be any vector, in particular $e_0$.

```lean
/-- For real symmetric `H`, every eigenstate overlaps the reference `φ` if and only if
`φ, H φ, ..., H^(n-1) φ` span the whole space. -/
theorem overlap_iff_krylov_top {H : Matrix (Fin n) (Fin n) ℝ} (hH : H.IsSymm)
    (φ : Fin n → ℝ) :
    (∀ E v, IsEigenstate H E v → φ ⬝ᵥ v ≠ 0) ↔ krylovSpace H φ = ⊤ := by
  constructor
  · intro h
    by_contra hK
    -- a proper subspace is annihilated by the overlap with some nonzero w
    obtain ⟨f, hf, hfK⟩ := Submodule.exists_le_ker_of_lt_top _ (lt_top_iff_ne_top.mpr hK)
    obtain ⟨w, hw⟩ : ∃ w : Fin n → ℝ, ∀ x, f x = w ⬝ᵥ x := by
      refine ⟨fun i => f (fun j => if i = j then 1 else 0), fun x => ?_⟩
      rw [LinearMap.pi_apply_eq_sum_univ f x]
      simp only [dotProduct, smul_eq_mul]
      exact Finset.sum_congr rfl fun i _ => mul_comm _ _
    have hw0 : w ≠ 0 := fun h0 => hf (LinearMap.ext fun x => by rw [hw x, h0]; simp)
    let W : Submodule ℝ (Fin n → ℝ) :=
      { carrier := {x | ∀ k : ℕ, x ⬝ᵥ ((H ^ k) *ᵥ φ) = 0}
        add_mem' := fun {a b} ha hb k => by rw [add_dotProduct, ha k, hb k, add_zero]
        zero_mem' := fun k => zero_dotProduct _
        smul_mem' := fun c x hx k => by rw [smul_dotProduct, hx k, smul_zero] }
    have hWH : ∀ x ∈ W, H *ᵥ x ∈ W := by
      intro x hx
      change ∀ k : ℕ, (H *ᵥ x) ⬝ᵥ ((H ^ k) *ᵥ φ) = 0
      intro k
      rw [← dot_mulVec_symm hH, Matrix.mulVec_mulVec, ← pow_succ']
      exact hx (k + 1)
    have hwW : w ∈ W := by
      change ∀ k : ℕ, w ⬝ᵥ ((H ^ k) *ᵥ φ) = 0
      intro k
      rw [← hw]
      exact hfK (pow_mem_krylovSpace H φ k)
    obtain ⟨E, v, hvW, hv⟩ := exists_eigenstate_mem hH W hWH hwW hw0
    have hv0 : v ⬝ᵥ ((H ^ 0) *ᵥ φ) = 0 := hvW 0
    rw [pow_zero, Matrix.one_mulVec, dotProduct_comm] at hv0
    exact h E v hv hv0
  · intro hK E v hv h0
    -- an eigenstate missed by φ is missed by every H^k φ
    have hpow : ∀ k : ℕ, v ⬝ᵥ ((H ^ k) *ᵥ φ) = 0 := by
      intro k
      induction k with
      | zero => rw [pow_zero, Matrix.one_mulVec, dotProduct_comm, h0]
      | succ k ih =>
        rw [pow_succ', ← Matrix.mulVec_mulVec, dot_mulVec_symm hH, hv.2, smul_dotProduct, ih,
          smul_zero]
    have hall : ∀ x ∈ krylovSpace H φ, v ⬝ᵥ x = 0 := by
      intro x hx
      refine Submodule.span_induction (p := fun x _ => v ⬝ᵥ x = 0) ?_ ?_ ?_ ?_ hx
      · rintro _ ⟨k, rfl⟩
        exact hpow k
      · exact dotProduct_zero v
      · intro x y _ _ hx hy
        rw [dotProduct_add, hx, hy, add_zero]
      · intro a x _ hx
        rw [dotProduct_smul, hx, smul_zero]
    exact hv.1 (dotProduct_self_eq_zero.mp (hall v (by rw [hK]; exact Submodule.mem_top)))
```

For a normalised reference, overlap can be replaced by reachability.

```lean
/-- For real symmetric `H` and a normalised reference, all eigenstates are reachable if and
only if the reference and its first `n - 1` images under `H` span the whole space. -/
theorem all_reachable_iff {H : Matrix (Fin n) (Fin n) ℝ} (hH : H.IsSymm)
    {φ : Fin n → ℝ} (hφ : φ ⬝ᵥ φ = 1) :
    (∀ E v, IsEigenstate H E v → IsReachable φ v) ↔ krylovSpace H φ = ⊤ := by
  simp only [reachable_iff_overlap hφ]
  exact overlap_iff_krylov_top hH φ
```

## Full reachability excludes degeneracy

Let $K$ be the whole space, and let $v$ and $w$ be eigenstates with the same energy $E$. The combination

$$u=w-\frac{\varphi\cdot w}{\varphi\cdot v}\,v$$

satisfies $Hu=Eu$ and $\varphi\cdot u=0$. If $u$ were nonzero, it would be an eigenstate without a reference component. So $u=0$, and $w$ is a multiple of $v$. A degenerate level therefore always contains a state that a single reference misses. The converse fails: with $J=0$ and $a\neq b$ the two-configuration spectrum is nondegenerate, yet $(0,1)$ is missed.

```lean
/-- If the Krylov space of a real symmetric `H` is the whole space, two eigenstates with the
same energy are proportional. -/
theorem nondegenerate_of_krylov_top {H : Matrix (Fin n) (Fin n) ℝ} (hH : H.IsSymm)
    {φ : Fin n → ℝ} (hK : krylovSpace H φ = ⊤) {E : ℝ} {v w : Fin n → ℝ}
    (hv : IsEigenstate H E v) (hw : IsEigenstate H E w) : ∃ a : ℝ, w = a • v := by
  have hover := (overlap_iff_krylov_top hH φ).mpr hK
  refine ⟨(φ ⬝ᵥ w) / (φ ⬝ᵥ v), ?_⟩
  by_contra hne
  -- the difference would be an eigenstate without reference component
  refine hover E (w - ((φ ⬝ᵥ w) / (φ ⬝ᵥ v)) • v) ⟨sub_ne_zero.mpr hne, ?_⟩ ?_
  · rw [Matrix.mulVec_sub, Matrix.mulVec_smul, hv.2, hw.2, smul_sub, smul_comm]
  · rw [dotProduct_sub, dotProduct_smul, smul_eq_mul, div_mul_cancel₀ _ (hover E v hv), sub_self]
```

## The two-configuration case and its weak-coupling limit

The opening example is checked directly from the rows of $Hv=Ev$, without the Krylov space. In the code `!![a, J; J, b]` is the matrix and `![1, 0]` the reference.

```lean
/-- With two configurations of energies `a` and `b` and coupling `J`, all eigenstates are
reachable from the first configuration exactly when `J` is nonzero. -/
theorem two_configurations (a b J : ℝ) :
    (∀ E v, IsEigenstate !![a, J; J, b] E v → IsReachable ![1, 0] v) ↔ J ≠ 0 := by
  have hφ : (![1, 0] : Fin 2 → ℝ) ⬝ᵥ ![1, 0] = 1 := by simp [dotProduct, Fin.sum_univ_two]
  simp only [reachable_iff_overlap hφ]
  constructor
  · intro h hJ
    refine h b ![0, 1] ⟨fun h1 => by simpa using congrFun h1 1, ?_⟩ ?_
    · ext i
      fin_cases i <;> simp [Matrix.mulVec, dotProduct, Fin.sum_univ_two, hJ]
    · simp [dotProduct, Fin.sum_univ_two]
  · intro hJ E v hv h
    have h0 : v 0 = 0 := by simpa [dotProduct, Fin.sum_univ_two] using h
    have h1 := congrFun hv.2 0
    simp [Matrix.mulVec, dotProduct, Fin.sum_univ_two, h0, hJ] at h1
    refine hv.1 (funext fun i => ?_)
    fin_cases i
    · exact h0
    · exact h1

end ReachableEigenstates
```

```lean
#print axioms ReachableEigenstates.overlap_iff_krylov_top
#print axioms ReachableEigenstates.all_reachable_iff
#print axioms ReachableEigenstates.nondegenerate_of_krylov_top
#print axioms ReachableEigenstates.two_configurations
```

```
'ReachableEigenstates.overlap_iff_krylov_top' depends on axioms: [propext, Classical.choice, Quot.sound]
'ReachableEigenstates.all_reachable_iff' depends on axioms: [propext, Classical.choice, Quot.sound]
'ReachableEigenstates.nondegenerate_of_krylov_top' depends on axioms: [propext, Classical.choice, Quot.sound]
'ReachableEigenstates.two_configurations' depends on axioms: [propext, Classical.choice, Quot.sound]
```

The criterion answers yes or no and leaves open how large the amplitudes are. For $J\neq0$ write an eigenstate as $(1,t)$. The first row gives $a+Jt=E$, so $t=(E-a)/J$. Let $J\to0$ with $a\neq b$, and follow the state whose energy tends to $b$: its amplitude $t$ grows without bound, while the overlap of the normalised state with the reference, $1/\sqrt{1+t^2}$ in magnitude, tends to zero. The state remains reachable at every nonzero coupling and is lost only at $J=0$.
